# Spinors that are real in one common spin frame have coplanar magnetization

The Pauli matrices are numbered from zero: $\sigma_0,\sigma_1,\sigma_2$ stand for $\sigma_x,\sigma_y,\sigma_z$, so $\sigma_0$ is not the identity. In Lean they are `pauli 0`, `pauli 1` and `pauli 2`.

```lean
import Mathlib

open Matrix

namespace CoplanarMagnetization

noncomputable section

/-- The three Pauli matrices, numbered 0, 1, 2 for x, y, z. -/
def pauli : Fin 3 → Matrix (Fin 2) (Fin 2) ℂ :=
  ![!![0, 1; 1, 0], !![0, -Complex.I; Complex.I, 0], !![1, 0; 0, -1]]
```

For a real vector $a=(a_0,a_1,a_2)$, the spin operator along $a$ is $a\cdot\sigma=\sum_j a_j\sigma_j$. Its Lean name is `spinDot a`.

```lean
/-- The spin operator `a·σ` along a real vector `a`. -/
def spinDot (a : Fin 3 → ℝ) : Matrix (Fin 2) (Fin 2) ℂ :=
  ∑ j, (a j : ℂ) • pauli j
```

A two-component spinor $f$ has the expectation value $f^\dagger A f$ of a spin operator $A$. No normalisation is imposed on $f$.

```lean
/-- The expectation `f† A f` of a spin operator in a two-component spinor. -/
def spinExp (A : Matrix (Fin 2) (Fin 2) ℂ) (f : Fin 2 → ℂ) : ℂ :=
  star f ⬝ᵥ (A *ᵥ f)
```

Orbitals $f_p(x)$ carry a label $p$ from a finite set `P` and a grid point $x$ from an arbitrary set `X`. Their magnetization is
$$m_j(x)=\sum_p f_p(x)^\dagger\sigma_j f_p(x),$$
without the factor $\hbar/2$ or a magnetic moment. Lean keeps it as a complex number and takes no real part.

```lean
/-- The magnetization `∑ₚ fₚ† σⱼ fₚ` at the grid point `x`. -/
def magnetization {P X : Type*} [Fintype P] (f : P → X → Fin 2 → ℂ)
    (x : X) (j : Fin 3) : ℂ :=
  ∑ p, spinExp (pauli j) (f p x)
```

The orbitals of interest are $f_p(x)=W g_p(x)$, where $g_p(x)$ has two real components and $W$ is one $2\times2$ matrix for all $p$ and $x$. When $W$ is unitary, this says that every orbital is invariant under a common antiunitary symmetry: time reversal combined with a spin rotation by $\pi$ about a fixed axis, up to a phase.

```lean
/-- The spinor `W u` obtained from a real two-component spinor `u`. -/
def rotatedReal (W : Matrix (Fin 2) (Fin 2) ℂ) (u : Fin 2 → ℝ) : Fin 2 → ℂ :=
  W *ᵥ (fun s => (u s : ℂ))
```

## (a) The matrix of a spin operator

Write the spin operator along $a$ as an explicit matrix:
$$a\cdot\sigma=\begin{pmatrix}a_2 & a_0-ia_1\\ a_0+ia_1 & -a_2\end{pmatrix}.$$

**Solution.** The matrix $\sigma_2$ contributes $\pm a_2$ on the diagonal. Off the diagonal, $\sigma_0$ contributes $a_0$ twice, and $\sigma_1$ contributes $-ia_1$ above and $+ia_1$ below. Lean compares the four entries one at a time.

```lean
/-- The operator `a·σ` written out as a 2 by 2 matrix. -/
theorem spinDot_eq (a : Fin 3 → ℝ) :
    spinDot a = !![(a 2 : ℂ), a 0 - a 1 * Complex.I;
      a 0 + a 1 * Complex.I, -(a 2 : ℂ)] := by
  ext i j
  fin_cases i <;> fin_cases j <;>
    simp [spinDot, pauli, Fin.sum_univ_three]
  ring
```

## (b) Pauli matrices as coordinate directions

Let $e_j$ be the $j$-th coordinate unit vector, `Pi.single j 1` in Lean. Show that
$$\sigma_j=e_j\cdot\sigma .$$

**Solution.** Only the $j$-th term of the sum survives, with coefficient 1. This lets later results about $a\cdot\sigma$ apply to single Pauli matrices.

```lean
/-- Each Pauli matrix is the spin operator along its coordinate axis. -/
theorem pauli_eq (j : Fin 3) : pauli j = spinDot (Pi.single j 1) := by
  fin_cases j <;> simp [spinDot, Pi.single_apply]
```

## (c) The trace of a product

Show that the trace recovers the dot product of the directions:
$$\operatorname{tr}\big[(a\cdot\sigma)(b\cdot\sigma)\big]=2\sum_j a_jb_j .$$

**Solution.** By (a), the diagonal entries of the product are
$$a_2b_2+(a_0-ia_1)(b_0+ib_1),\qquad (a_0+ia_1)(b_0-ib_1)+a_2b_2 .$$
In their sum the terms linear in $i$ cancel, and $-i^2=1$ leaves $2(a_0b_0+a_1b_1+a_2b_2)$. The `linear_combination` step supplies $i^2=-1$.

```lean
/-- The trace of a product of two spin operators is twice the dot product
of their directions. -/
theorem trace_spinDot_mul (a b : Fin 3 → ℝ) :
    (spinDot a * spinDot b).trace = 2 * ∑ j, (a j : ℂ) * (b j : ℂ) := by
  rw [spinDot_eq a, spinDot_eq b, Matrix.mul_fin_two, Matrix.trace_fin_two_of,
    Fin.sum_univ_three]
  linear_combination (-2 * (a 1 : ℂ) * (b 1 : ℂ)) * Complex.I_sq
```

## (d) Rotating a spin operator

Let $V$ be unitary. Show that for every real $a$ there is a real $b$ with
$$V(a\cdot\sigma)V^\dagger=b\cdot\sigma .$$

**Solution.** Call the left side $A$. Since $a\cdot\sigma$ is Hermitian, so is $A$. Cyclicity of the trace and $V^\dagger V=1$ give $\operatorname{tr}A=\operatorname{tr}(a\cdot\sigma)=0$. Hence $A_{00}$ is real, $A_{11}=-A_{00}$ and $A_{01}=A_{10}^*$. Comparison with (a) gives
$$b=(\operatorname{Re}A_{10},\ \operatorname{Im}A_{10},\ A_{00}).$$
In the Lean proof, `hA` and `ht` record hermiticity and zero trace. The `generalize` step then forgets where $A$ came from, and `e00` to `e11` are the four entries.

```lean
/-- A unitary change of spin frame turns `a·σ` into `b·σ` for some real vector `b`. -/
theorem exists_rotated {V : Matrix (Fin 2) (Fin 2) ℂ}
    (hV : V ∈ Matrix.unitaryGroup (Fin 2) ℂ) (a : Fin 3 → ℝ) :
    ∃ b : Fin 3 → ℝ, V * spinDot a * Vᴴ = spinDot b := by
  have h : Vᴴ * V = 1 := Matrix.mem_unitaryGroup_iff'.1 hV
  have hS : (spinDot a)ᴴ = spinDot a := by
    rw [spinDot_eq]
    ext i j
    fin_cases i <;> fin_cases j <;> simp [Matrix.conjTranspose_apply]
    ring
  -- the rotated operator is again Hermitian and traceless
  have hA : (V * spinDot a * Vᴴ)ᴴ = V * spinDot a * Vᴴ := by
    simp only [Matrix.conjTranspose_mul, Matrix.conjTranspose_conjTranspose, hS,
      Matrix.mul_assoc]
  have ht : (V * spinDot a * Vᴴ).trace = 0 := by
    rw [Matrix.trace_mul_comm (V * spinDot a) Vᴴ, ← Matrix.mul_assoc, h,
      Matrix.one_mul, spinDot_eq, Matrix.trace_fin_two_of]
    ring
  generalize V * spinDot a * Vᴴ = A at hA ht ⊢
  rw [Matrix.trace_fin_two] at ht
  have h00 : star (A 0 0) = A 0 0 := congrFun (congrFun hA 0) 0
  have h01 : star (A 1 0) = A 0 1 := congrFun (congrFun hA 0) 1
  have him : -(A 0 0).im = (A 0 0).im := congrArg Complex.im h00
  have him0 : (A 0 0).im = 0 := by linarith
  -- read off the vector from the entries
  have e00 : A 0 0 = ((A 0 0).re : ℂ) := Complex.ext (by simp) (by simp [him0])
  have e11 : A 1 1 = -((A 0 0).re : ℂ) := by
    linear_combination ht - e00
  have e10 : A 1 0 = ((A 1 0).re : ℂ) + ((A 1 0).im : ℂ) * Complex.I :=
    (Complex.re_add_im _).symm
  have e01 : A 0 1 = ((A 1 0).re : ℂ) - ((A 1 0).im : ℂ) * Complex.I := by
    rw [← h01]
    apply Complex.ext <;> simp
  refine ⟨![(A 1 0).re, (A 1 0).im, (A 0 0).re], ?_⟩
  rw [spinDot_eq]
  ext i j
  fin_cases i <;> fin_cases j
  exacts [e00, e01, e10, e11]
```

## (e) Rotation preserves dot products

Suppose $V$ is unitary and takes $a\cdot\sigma$ to $a'\cdot\sigma$ and $b\cdot\sigma$ to $b'\cdot\sigma$, as in (d). Show that
$$\sum_j a'_jb'_j=\sum_j a_jb_j .$$

**Solution.** Insert $V^\dagger V=1$ between the factors:
$$(a'\cdot\sigma)(b'\cdot\sigma)=V(a\cdot\sigma)V^\dagger V(b\cdot\sigma)V^\dagger=V(a\cdot\sigma)(b\cdot\sigma)V^\dagger .$$
This is `key` in the code. Take the trace, remove $V$ by cyclicity, apply (c) on both sides and divide by 2. The last line, `exact_mod_cast`, carries the equation from the complex numbers back to the reals.

```lean
/-- A unitary change of spin frame preserves dot products of spin directions. -/
theorem dot_rotated {V : Matrix (Fin 2) (Fin 2) ℂ}
    (hV : V ∈ Matrix.unitaryGroup (Fin 2) ℂ) {a b a' b' : Fin 3 → ℝ}
    (ha : V * spinDot a * Vᴴ = spinDot a') (hb : V * spinDot b * Vᴴ = spinDot b') :
    ∑ j, a' j * b' j = ∑ j, a j * b j := by
  have h : Vᴴ * V = 1 := Matrix.mem_unitaryGroup_iff'.1 hV
  have key : spinDot a' * spinDot b' = V * (spinDot a * spinDot b) * Vᴴ := by
    rw [← ha, ← hb]
    calc V * spinDot a * Vᴴ * (V * spinDot b * Vᴴ)
        = V * spinDot a * (Vᴴ * V) * spinDot b * Vᴴ := by
          simp only [Matrix.mul_assoc]
      _ = V * (spinDot a * spinDot b) * Vᴴ := by
          rw [h, Matrix.mul_one]
          simp only [Matrix.mul_assoc]
  have t := congrArg Matrix.trace key
  rw [Matrix.trace_mul_comm (V * (spinDot a * spinDot b)) Vᴴ, ← Matrix.mul_assoc, h,
    Matrix.one_mul, trace_spinDot_mul, trace_spinDot_mul] at t
  have t2 := mul_left_cancel₀ (two_ne_zero : (2 : ℂ) ≠ 0) t
  exact_mod_cast t2
```

## (f) From the spinor to the operator

For any $2\times2$ matrices $A$ and $W$, unitary or not, show that
$$(Wf)^\dagger A(Wf)=f^\dagger(W^\dagger AW)f .$$

**Solution.** Use $(Wf)^\dagger=f^\dagger W^\dagger$ and regroup the product.

```lean
/-- A change of spin frame can be moved from the spinor onto the operator. -/
theorem spinExp_mulVec (A W : Matrix (Fin 2) (Fin 2) ℂ) (f : Fin 2 → ℂ) :
    spinExp A (W *ᵥ f) = spinExp (Wᴴ * A * W) f := by
  unfold spinExp
  rw [Matrix.star_mulVec, ← Matrix.dotProduct_mulVec]
  simp only [Matrix.mulVec_mulVec, Matrix.mul_assoc]
```

## (g) Undoing the rotation

Let $W$ be unitary and $WAW^\dagger=B$. Show that
$$W^\dagger BW=A .$$

**Solution.** Substitute $B$ to get $W^\dagger BW=(W^\dagger W)A(W^\dagger W)=A$.

```lean
/-- A unitary change of spin frame is undone by the adjoint matrix. -/
theorem rotate_back {W A B : Matrix (Fin 2) (Fin 2) ℂ}
    (hW : W ∈ Matrix.unitaryGroup (Fin 2) ℂ) (h : W * A * Wᴴ = B) :
    Wᴴ * B * W = A := by
  have hu : Wᴴ * W = 1 := Matrix.mem_unitaryGroup_iff'.1 hW
  calc Wᴴ * B * W = (Wᴴ * W) * A * (Wᴴ * W) := by
        rw [← h]
        simp only [Matrix.mul_assoc]
    _ = A := by rw [hu, Matrix.one_mul, Matrix.mul_one]
```

## (h) The spin of a real spinor

Let $u=(u_0,u_1)$ be real. Show that for every real vector $r$
$$u^\dagger(r\cdot\sigma)u=r_0\,(2u_0u_1)+r_2\,(u_0^2-u_1^2).$$

**Solution.** By (a), the left side is
$$r_2u_0^2+(r_0-ir_1)u_0u_1+(r_0+ir_1)u_1u_0-r_2u_1^2 ,$$
and the two terms with $r_1$ cancel. The spin vector is therefore $(2u_0u_1,\,0,\,u_0^2-u_1^2)$. For the normalised spinor $u=(\cos\tfrac\theta2,\sin\tfrac\theta2)$ it is $(\sin\theta,0,\cos\theta)$, a unit vector in the $xz$ plane.

```lean
/-- A real spinor `(u₀, u₁)` has the spin vector `(2u₀u₁, 0, u₀² - u₁²)`,
here contracted with an arbitrary real vector `r`. -/
theorem spinExp_real (r : Fin 3 → ℝ) (u : Fin 2 → ℝ) :
    spinExp (spinDot r) (fun s => (u s : ℂ)) =
      ((r 0 * (2 * u 0 * u 1) + r 2 * (u 0 ^ 2 - u 1 ^ 2) : ℝ) : ℂ) := by
  rw [spinDot_eq]
  simp [spinExp, dotProduct, Matrix.mulVec, Fin.sum_univ_two]
  ring
```

## (i) One plane for the whole magnetization

Let $W$ be unitary. Show that there is a real vector $n$ with
$$\sum_j n_j^2=1,\qquad W\sigma_1W^\dagger=n\cdot\sigma,$$
and that, for all real $g_p$ and every grid point $x$, the magnetization of $f_p=Wg_p$ satisfies
$$\sum_j n_j\,m_j(x)=0 .$$

**Solution.** Part (d) with $V=W$ and $a=e_1$ gives $n$, and (b) identifies $e_1\cdot\sigma$ with $\sigma_1$. Part (e), with both vectors equal to $e_1$, gives $n\cdot n=e_1\cdot e_1=1$. For the magnetization, exchange the sums over $j$ and $p$, then use (f) and (g):
$$\sum_j n_jm_j=\sum_p f_p^\dagger(n\cdot\sigma)f_p=\sum_p g_p^\dagger W^\dagger(n\cdot\sigma)Wg_p=\sum_p g_p^\dagger\sigma_1g_p .$$
Each term vanishes by (h) with $r=e_1$. In Lean, `hlin` collects the three components into $n\cdot\sigma$, and the `rw` line after it applies (f), (g) and (h) in that order.

In the statement, `∃ n` comes before `∀ (g ...) (x : X)`, so one $n$ serves all real families and all points. The orbitals need not be orthogonal or normalised, and no Hamiltonian enters. The matrix $W$ does have to be shared. If it could vary with $p$, three orbitals on three separate grid points could be polarised along $x$, $y$ and $z$, and no unit vector is orthogonal to all three.

```lean
/-- For a unitary `W` there is a real unit vector `n` with `W σ_y W† = n·σ`, and the
magnetization of any orbitals `W gₚ` with real `gₚ` is orthogonal to `n` everywhere. -/
theorem magnetization_coplanar {P X : Type*} [Fintype P]
    {W : Matrix (Fin 2) (Fin 2) ℂ} (hW : W ∈ Matrix.unitaryGroup (Fin 2) ℂ) :
    ∃ n : Fin 3 → ℝ, ∑ j, n j ^ 2 = 1 ∧ W * pauli 1 * Wᴴ = spinDot n ∧
      ∀ (g : P → X → Fin 2 → ℝ) (x : X),
        ∑ j, (n j : ℂ) * magnetization (fun p y => rotatedReal W (g p y)) x j = 0 := by
  obtain ⟨n, hn⟩ := exists_rotated hW (Pi.single 1 1)
  refine ⟨n, ?_, by rw [pauli_eq, hn], fun g x => ?_⟩
  · simp only [sq]
    rw [dot_rotated hW hn hn]
    simp [Pi.single_apply]
  · simp only [magnetization, Finset.mul_sum]
    rw [Finset.sum_comm]
    refine Finset.sum_eq_zero fun p _ => ?_
    -- collect the three components into the operator n·σ
    have hlin : ∀ f : Fin 2 → ℂ,
        ∑ j, (n j : ℂ) * spinExp (pauli j) f = spinExp (spinDot n) f := by
      intro f
      simp only [spinExp, spinDot, Fin.sum_univ_three, dotProduct, Matrix.mulVec,
        Fin.sum_univ_two, Matrix.add_apply, Matrix.smul_apply, smul_eq_mul]
      ring
    -- in the frame of the real spinors this operator is σ_y
    rw [hlin, rotatedReal, spinExp_mulVec, rotate_back hW hn, spinExp_real]
    simp
```

The result bears on noncollinear mean-field calculations whose occupied orbitals share such a frame. Take a two-component Hartree–Fock code with real basis functions and neither spin–orbit coupling nor a magnetic field. Real starting coefficients give a real Fock matrix, and a real symmetric eigensolver returns real coefficients again. This is the case $W=1$, $n=e_1$: the component $m_1$, which equals $2\sum_p\operatorname{Im}(f_{p,0}^*f_{p,1})$, stays zero at every iteration. A search for a noncoplanar state therefore has to bring in complex coefficients, for instance in the initial guess. For a general $W$, the trace formula in (c) gives the normal as $n_j=\tfrac12\operatorname{tr}(\sigma_jW\sigma_1W^\dagger)$.

## (j) Every field in the plane occurs

Let $W$ be unitary with $W\sigma_1W^\dagger=n\cdot\sigma$, and let $m(x)$ be any real vector field with $\sum_j n_jm_j(x)=0$ at every $x$. Find a real two-component $g(x)$ such that the single orbital $f=Wg$ satisfies
$$f(x)^\dagger\sigma_jf(x)=m_j(x)\qquad\text{for all }x\text{ and }j .$$

**Solution.** Fix $x$ and rotate the target back. By (d) with $V=W^\dagger$, there is a real $b$ with $W^\dagger(m\cdot\sigma)W=b\cdot\sigma$. By (g), the same rotation takes $n\cdot\sigma$ to $\sigma_1$, so (e) gives $b_1=e_1\cdot b=n\cdot m=0$.

Now choose a complex number $z$ with $z^2=b_2+ib_0$ and set $u_0=\operatorname{Re}z$, $u_1=\operatorname{Im}z$. The real and imaginary parts of $z^2$ are
$$u_0^2-u_1^2=b_2,\qquad 2u_0u_1=b_0 ,$$
so by (h) the real spinor $u$ has spin vector $b$.

To return to the original frame, write $W^\dagger\sigma_jW=r\cdot\sigma$ for a given $j$. Then (f) and (h) give
$$(Wu)^\dagger\sigma_j(Wu)=r_0b_0+r_2b_2=r\cdot b=e_j\cdot m=m_j .$$
The middle step uses $b_1=0$, and the step after it is (e). Setting $g(x)=u$ at each point completes the construction.

In Lean, `point` is the argument at fixed $x$, and `choose` assembles the pointwise spinors into the function `g`. The index type `Unit` has one element, which expresses that there is a single orbital. The construction prescribes the magnetization only. The orbital's density comes out as $|m(x)|$, so on a finite grid with unit weights the orbital is normalised only if $\sum_x|m(x)|=1$. Nor need $g$ be continuous: if $m$ turns once around the plane along a closed loop, the square root changes sign.

```lean
/-- Conversely, if `W` is unitary and `W σ_y W† = n·σ`, every real vector field orthogonal
to `n` everywhere is the magnetization of a single orbital `W g` with real `g`. -/
theorem coplanar_field_realized {X : Type*} {W : Matrix (Fin 2) (Fin 2) ℂ}
    (hW : W ∈ Matrix.unitaryGroup (Fin 2) ℂ) {n : Fin 3 → ℝ}
    (hn : W * pauli 1 * Wᴴ = spinDot n) (m : X → Fin 3 → ℝ)
    (hm : ∀ x, ∑ j, n j * m x j = 0) :
    ∃ g : X → Fin 2 → ℝ, ∀ x j,
      magnetization (fun (_ : Unit) y => rotatedReal W (g y)) x j = (m x j : ℂ) := by
  have hV : Wᴴ ∈ Matrix.unitaryGroup (Fin 2) ℂ := by
    refine Matrix.mem_unitaryGroup_iff.2 ?_
    change Wᴴ * Wᴴᴴ = 1
    rw [Matrix.conjTranspose_conjTranspose]
    exact Matrix.mem_unitaryGroup_iff'.1 hW
  have hn' : Wᴴ * spinDot n * Wᴴᴴ = spinDot (Pi.single 1 1) := by
    rw [Matrix.conjTranspose_conjTranspose, rotate_back hW hn, pauli_eq]
  have point : ∀ x, ∃ u : Fin 2 → ℝ, ∀ j,
      spinExp (pauli j) (rotatedReal W u) = (m x j : ℂ) := by
    intro x
    -- the target vector, rotated back, has no y component
    obtain ⟨b, hb⟩ := exists_rotated hV (m x)
    have hb1 : b 1 = 0 := by
      have h := dot_rotated hV hn' hb
      rw [hm x] at h
      simpa [Fin.sum_univ_three, Pi.single_apply] using h
    -- a complex square root gives the real spinor
    obtain ⟨z, hz⟩ := IsAlgClosed.exists_pow_nat_eq (⟨b 2, b 0⟩ : ℂ) (n := 2) (by norm_num)
    have hre : z.re * z.re - z.im * z.im = b 2 := by
      have h := congrArg Complex.re hz
      rwa [pow_two, Complex.mul_re] at h
    have him : z.re * z.im + z.im * z.re = b 0 := by
      have h := congrArg Complex.im hz
      rwa [pow_two, Complex.mul_im] at h
    refine ⟨![z.re, z.im], fun j => ?_⟩
    obtain ⟨r, hr⟩ := exists_rotated hV (Pi.single j 1)
    have hdot : ∑ k, r k * b k = m x j := by
      rw [dot_rotated hV hr hb]
      simp [Pi.single_apply]
    rw [Matrix.conjTranspose_conjTranspose] at hr
    rw [rotatedReal, spinExp_mulVec, pauli_eq, hr, spinExp_real, ← hdot,
      Fin.sum_univ_three, hb1]
    congr 1
    change r 0 * (2 * z.re * z.im) + r 2 * (z.re ^ 2 - z.im ^ 2) = _
    linear_combination r 0 * him + r 2 * hre
  choose g hg using point
  refine ⟨g, fun x j => ?_⟩
  simp only [magnetization, Finset.univ_unique, Finset.sum_singleton]
  exact hg x j

end

end CoplanarMagnetization
```

```lean
#print axioms CoplanarMagnetization.spinExp_real
#print axioms CoplanarMagnetization.magnetization_coplanar
#print axioms CoplanarMagnetization.coplanar_field_realized
```

```
'CoplanarMagnetization.spinExp_real' depends on axioms: [propext, Classical.choice, Quot.sound]
'CoplanarMagnetization.magnetization_coplanar' depends on axioms: [propext, Classical.choice, Quot.sound]
'CoplanarMagnetization.coplanar_field_realized' depends on axioms: [propext, Classical.choice, Quot.sound]
```
